# The κ-regularised second-order energy never rises with κ ≥ 0 and is bounded uniformly in its positive gaps

A scan over κ in regularised second-order Møller–Plesset theory, run on fixed orbitals, keeps the integrals and orbital-energy gaps and changes only a damping factor in each term. For finitely many excitations with positive gaps, the energies in such a scan never rise as κ ≥ 0 grows, they approach the unregularised value, and their magnitude stays within κ/2 times the sum of the squared couplings, however small the gaps are.

In Lean 4 with Mathlib:

```lean
import Mathlib

open Filter Topology Set

namespace KappaRegulariser

noncomputable section

/-- The regularised inverse gap `(1 - exp (-κ D))² / D`, which replaces `1 / D` in the
second-order energy. -/
def regInvGap (κ D : ℝ) : ℝ := (1 - Real.exp (-(κ * D))) ^ 2 / D

variable {ι : Type*} [Fintype ι]

/-- The κ-regularised second-order energy for squared couplings `w` and gaps `D`. -/
def kappaEnergy (w D : ι → ℝ) (κ : ℝ) : ℝ := -∑ k, w k * regInvGap κ (D k)

/-- The unregularised second-order energy for squared couplings `w` and gaps `D`. -/
def bareEnergy (w D : ι → ℝ) : ℝ := -∑ k, w k / D k

/-- The derivative of the regularised inverse gap with respect to `κ` is
`2 e (1 - e)` with `e = exp (-κ D)`. -/
theorem hasDerivAt_regInvGap {D : ℝ} (hD : 0 < D) (κ : ℝ) :
    HasDerivAt (fun t => regInvGap t D)
      (2 * Real.exp (-(κ * D)) * (1 - Real.exp (-(κ * D)))) κ := by
  have e : (fun t => regInvGap t D) =
      fun t => (1 - Real.exp (-(t * D))) * (1 - Real.exp (-(t * D))) / D := by
    funext t
    unfold regInvGap
    ring
  have h1 : HasDerivAt (fun t : ℝ => -(t * D)) (-(1 * D)) κ :=
    ((hasDerivAt_id' κ).mul_const D).fun_neg
  have h2 := h1.exp.const_sub 1
  rw [e]
  refine ((h2.fun_mul h2).div_const D).congr_deriv ?_
  -- the factor D from the chain rule cancels the denominator
  rw [div_eq_iff hD.ne']
  ring

/-- For a positive gap, when `κ` is raised from `a ≥ 0` to `b`, the regularised inverse gap does not
decrease, and it grows by at most `(b - a) / 2`. -/
theorem regInvGap_increment {D a b : ℝ} (hD : 0 < D) (ha : 0 ≤ a) (hab : a ≤ b) :
    0 ≤ regInvGap b D - regInvGap a D ∧
      regInvGap b D - regInvGap a D ≤ (b - a) / 2 := by
  constructor
  · have h1 : Real.exp (-(a * D)) ≤ 1 :=
      Real.exp_le_one_iff.mpr (by have := mul_nonneg ha hD.le; linarith)
    have h2 : Real.exp (-(b * D)) ≤ Real.exp (-(a * D)) :=
      Real.exp_le_exp.mpr (by have := mul_le_mul_of_nonneg_right hab hD.le; linarith)
    have h3 : (1 - Real.exp (-(a * D))) ^ 2 ≤ (1 - Real.exp (-(b * D))) ^ 2 :=
      pow_le_pow_left₀ (by linarith) (by linarith) 2
    have h4 : 0 ≤ ((1 - Real.exp (-(b * D))) ^ 2 - (1 - Real.exp (-(a * D))) ^ 2) / D :=
      div_nonneg (by linarith) hD.le
    rw [sub_div] at h4
    exact h4
  · -- t / 2 minus the regularised inverse gap has derivative (2 e - 1)² / 2
    have hf : ∀ t : ℝ, HasDerivAt (fun t => t / 2 - regInvGap t D)
        (1 / 2 - 2 * Real.exp (-(t * D)) * (1 - Real.exp (-(t * D)))) t := fun t =>
      ((hasDerivAt_id' t).div_const 2).fun_sub (hasDerivAt_regInvGap hD t)
    have hmono : Monotone (fun t => t / 2 - regInvGap t D) :=
      monotone_of_deriv_nonneg (fun t => (hf t).differentiableAt) (fun t => by
        rw [(hf t).deriv]
        nlinarith [sq_nonneg (2 * Real.exp (-(t * D)) - 1)])
    have h : a / 2 - regInvGap a D ≤ b / 2 - regInvGap b D := hmono hab
    linarith

/-- For nonnegative squared couplings and positive gaps, raising `κ` from `a ≥ 0` to `b` never
raises the energy, and lowers it by at most `(b - a) / 2` times the total squared coupling. -/
theorem kappaEnergy_increment {w D : ι → ℝ} (hw : ∀ k, 0 ≤ w k) (hD : ∀ k, 0 < D k)
    {a b : ℝ} (ha : 0 ≤ a) (hab : a ≤ b) :
    0 ≤ kappaEnergy w D a - kappaEnergy w D b ∧
      kappaEnergy w D a - kappaEnergy w D b ≤ (b - a) / 2 * ∑ k, w k := by
  have key : kappaEnergy w D a - kappaEnergy w D b =
      ∑ k, w k * (regInvGap b (D k) - regInvGap a (D k)) := by
    simp only [kappaEnergy, mul_sub, Finset.sum_sub_distrib]
    ring
  rw [key, Finset.mul_sum]
  constructor
  · exact Finset.sum_nonneg fun k _ =>
      mul_nonneg (hw k) (regInvGap_increment (hD k) ha hab).1
  · refine Finset.sum_le_sum fun k _ => ?_
    have h := mul_le_mul_of_nonneg_left (regInvGap_increment (hD k) ha hab).2 (hw k)
    linarith

/-- For a positive gap, the regularised inverse gap tends to `1 / D` as `κ` grows. -/
theorem tendsto_regInvGap {D : ℝ} (hD : 0 < D) :
    Tendsto (fun κ => regInvGap κ D) atTop (𝓝 (1 / D)) := by
  have h : Tendsto (fun κ : ℝ => Real.exp (-(κ * D))) atTop (𝓝 0) :=
    Real.tendsto_exp_neg_atTop_nhds_zero.comp (tendsto_id.atTop_mul_const hD)
  have h2 : Tendsto (fun κ : ℝ => (1 - Real.exp (-(κ * D))) ^ 2 / D) atTop
      (𝓝 ((1 - 0) ^ 2 / D)) :=
    ((tendsto_const_nhds.sub h).pow 2).div_const D
  rw [sub_zero, one_pow] at h2
  exact h2

/-- For nonnegative squared couplings and positive gaps, the κ-regularised energy decreases weakly
with `κ ≥ 0`, tends to the unregularised energy as `κ` grows, and for `κ ≥ 0` has magnitude at most
`κ / 2` times the total squared coupling. -/
theorem kappa_regularisation {w D : ι → ℝ} (hw : ∀ k, 0 ≤ w k) (hD : ∀ k, 0 < D k) :
    AntitoneOn (kappaEnergy w D) (Ici 0) ∧
      Tendsto (kappaEnergy w D) atTop (𝓝 (bareEnergy w D)) ∧
      ∀ κ, 0 ≤ κ → |kappaEnergy w D κ| ≤ κ / 2 * ∑ k, w k := by
  refine ⟨fun a ha b _ hab => ?_, ?_, fun κ hκ => ?_⟩
  · exact sub_nonneg.mp (kappaEnergy_increment hw hD ha hab).1
  · have h : Tendsto (fun κ => -∑ k, w k * regInvGap κ (D k)) atTop
        (𝓝 (-∑ k, w k * (1 / D k))) :=
      (tendsto_finsetSum _ fun k _ => (tendsto_regInvGap (hD k)).const_mul (w k)).neg
    simp only [mul_one_div] at h
    exact h
  · -- compare with κ = 0, where the energy vanishes
    have h0 : kappaEnergy w D 0 = 0 := by simp [kappaEnergy, regInvGap]
    obtain ⟨h1, h2⟩ := kappaEnergy_increment hw hD le_rfl hκ
    rw [h0] at h1 h2
    rw [sub_zero] at h2
    exact abs_le.mpr ⟨by linarith, by linarith⟩

/-- For `κ ≥ 0`, nonnegative squared couplings and positive gaps that are all at least `Δ`, the
regularised energy is never below the unregularised one, and exceeds it by at most `2 exp (-κ Δ) ∑ w
/ D`. -/
theorem regularisation_error {w D : ι → ℝ} (hw : ∀ k, 0 ≤ w k) (hD : ∀ k, 0 < D k)
    {Δ κ : ℝ} (hΔ : ∀ k, Δ ≤ D k) (hκ : 0 ≤ κ) :
    0 ≤ kappaEnergy w D κ - bareEnergy w D ∧
      kappaEnergy w D κ - bareEnergy w D ≤
        2 * Real.exp (-(κ * Δ)) * ∑ k, w k / D k := by
  have key : kappaEnergy w D κ - bareEnergy w D =
      ∑ k, w k / D k * (2 * Real.exp (-(κ * D k)) - Real.exp (-(κ * D k)) ^ 2) := by
    unfold kappaEnergy bareEnergy regInvGap
    rw [neg_sub_neg, ← Finset.sum_sub_distrib]
    refine Finset.sum_congr rfl fun k _ => ?_
    ring
  rw [key, Finset.mul_sum]
  constructor
  · refine Finset.sum_nonneg fun k _ => mul_nonneg (div_nonneg (hw k) (hD k).le) ?_
    have h1 : Real.exp (-(κ * D k)) ≤ 1 :=
      Real.exp_le_one_iff.mpr (by have := mul_nonneg hκ (hD k).le; linarith)
    nlinarith [Real.exp_pos (-(κ * D k))]
  · refine Finset.sum_le_sum fun k _ => ?_
    have h1 : Real.exp (-(κ * D k)) ≤ Real.exp (-(κ * Δ)) :=
      Real.exp_le_exp.mpr (by have := mul_le_mul_of_nonneg_left (hΔ k) hκ; linarith)
    rw [mul_comm (2 * Real.exp (-(κ * Δ)))]
    refine mul_le_mul_of_nonneg_left ?_ (div_nonneg (hw k) (hD k).le)
    linarith [sq_nonneg (Real.exp (-(κ * D k)))]

/-- For `κ ≥ 0` and a positive gap, the regularised inverse gap is at most `κ² D`. -/
theorem regInvGap_le {κ D : ℝ} (hκ : 0 ≤ κ) (hD : 0 < D) : regInvGap κ D ≤ κ ^ 2 * D := by
  have h0 : Real.exp (-(κ * D)) ≤ 1 :=
    Real.exp_le_one_iff.mpr (by have := mul_nonneg hκ hD.le; linarith)
  have h1 := Real.add_one_le_exp (-(κ * D))
  unfold regInvGap
  rw [div_le_iff₀ hD]
  calc (1 - Real.exp (-(κ * D))) ^ 2 ≤ (κ * D) ^ 2 :=
        pow_le_pow_left₀ (by linarith) (by linarith) 2
    _ = κ ^ 2 * D * D := by ring

/-- As a gap closes from above at fixed `κ ≥ 0`, the regularised inverse gap tends to zero,
while the bare inverse gap diverges. -/
theorem closing_gap {κ : ℝ} (hκ : 0 ≤ κ) :
    Tendsto (fun D => regInvGap κ D) (𝓝[>] 0) (𝓝 0) ∧
      Tendsto (fun D : ℝ => D⁻¹) (𝓝[>] 0) atTop := by
  refine ⟨?_, tendsto_inv_nhdsGT_zero⟩
  have h : Tendsto (fun D : ℝ => κ ^ 2 * D) (𝓝 0) (𝓝 (κ ^ 2 * 0)) :=
    tendsto_id.const_mul _
  rw [mul_zero] at h
  refine squeeze_zero' ?_ ?_ (h.mono_left nhdsWithin_le_nhds)
  · filter_upwards [self_mem_nhdsWithin] with D hD
    have hD' : 0 < D := hD
    exact div_nonneg (sq_nonneg _) hD'.le
  · filter_upwards [self_mem_nhdsWithin] with D hD
    exact regInvGap_le hκ hD

end

end KappaRegulariser
```

```lean
#print axioms KappaRegulariser.kappa_regularisation
#print axioms KappaRegulariser.regularisation_error
#print axioms KappaRegulariser.closing_gap
```

```
'KappaRegulariser.kappa_regularisation' depends on axioms: [propext, Classical.choice, Quot.sound]
'KappaRegulariser.regularisation_error' depends on axioms: [propext, Classical.choice, Quot.sound]
'KappaRegulariser.closing_gap' depends on axioms: [propext, Classical.choice, Quot.sound]
```

## Couplings, gaps and the damping factor

Let $k$ run over a finite set of excitations out of a reference state. Each has a gap $D_k > 0$ and a squared coupling $w_k \ge 0$ to the reference. The ordinary second-order energy is

$$E_{\text{bare}} = -\sum_k \frac{w_k}{D_k},$$

and a small gap can make it arbitrarily large in magnitude. The regularised energy replaces each $1/D_k$ by a damped factor:

$$E(\kappa) = -\sum_k w_k\,R_\kappa(D_k), \qquad R_\kappa(D) = \frac{(1-e^{-\kappa D})^2}{D}.$$

In the file, $R_\kappa(D)$ is `regInvGap κ D`, $E(\kappa)$ is `kappaEnergy w D κ`, and $E_{\text{bare}}$ is `bareEnergy w D`. The couplings and gaps are functions `w D : ι → ℝ` on a finite index type `ι`.

For a Hartree–Fock reference with canonical spin orbitals, $k$ stands for a double excitation from occupied orbitals $i<j$ to virtual orbitals $r<s$. Then $w_k = |\langle ij\|rs\rangle|^2$ and $D_k = \varepsilon_r+\varepsilon_s-\varepsilon_i-\varepsilon_j$. The hypothesis `hD`, that every gap is positive, holds when every occupied orbital lies strictly below every virtual one. The hypothesis `hw` holds because $w_k$ is a squared modulus. The parameter κ has the dimension of an inverse energy, so $\kappa\sum_k w_k$ is an energy.

## The gap cancels from the κ-derivative

Fix $D>0$ and write $q = e^{-\kappa D}$, the number that the comments in the file call `e`. Since $\frac{d}{d\kappa}(1-q) = Dq$, the chain rule gives

$$\frac{d}{d\kappa}R_\kappa(D) = \frac{2(1-q)\,Dq}{D} = 2q(1-q).$$

The factor $D$ from the exponential cancels the denominator. What remains is bounded by a constant, because

$$\frac12 - 2q(1-q) = \frac{(2q-1)^2}{2} \ge 0.$$

Hence $\kappa/2 - R_\kappa(D)$ is a nondecreasing function of κ, and for $a \le b$

$$R_b(D)-R_a(D) \le \frac{b-a}{2}.$$

For the other direction, take $0\le a\le b$. Then $e^{-bD}\le e^{-aD}\le 1$, so $0\le 1-e^{-aD}\le 1-e^{-bD}$. Squaring and dividing by $D$ gives $R_a(D)\le R_b(D)$. The restriction to nonnegative κ enters here: for negative κ the quantity $1-e^{-\kappa D}$ is negative, and its square falls as κ rises towards zero.

`hasDerivAt_regInvGap` is the derivative formula. Its proof writes the square as a product, applies the product and chain rules, and cancels $D$ with `div_eq_iff`. `regInvGap_increment` contains both inequalities. The lower one follows from the monotonicity of the exponential and of squaring on nonnegative numbers. The upper one applies `monotone_of_deriv_nonneg` to $t/2 - R_t(D)$, and `nlinarith` is given the square $(2q-1)^2$ to show that the derivative is nonnegative.

## From one term to the whole energy

For $0\le a\le b$, subtracting the two energies term by term gives

$$E(a)-E(b) = \sum_k w_k\bigl(R_b(D_k)-R_a(D_k)\bigr).$$

Each bracket lies between $0$ and $(b-a)/2$, and each $w_k$ is nonnegative. Therefore

$$0 \le E(a)-E(b) \le \frac{b-a}{2}\sum_k w_k.$$

This is `kappaEnergy_increment`, where the equation for the difference is called `key`. The left inequality says that raising κ cannot raise the energy. The right one limits how far two points of a κ scan can differ, with no reference to the gaps.

At $\kappa=0$ every damping factor is zero, so $E(0)=0$. Setting $a=0$ and $b=\kappa$ yields

$$|E(\kappa)| \le \frac{\kappa}{2}\sum_k w_k.$$

For the limit, $e^{-\kappa D_k}\to 0$ as $\kappa\to\infty$ because $D_k>0$. Each factor $R_\kappa(D_k)$ then tends to $1/D_k$, and a finite sum of convergent terms converges to the sum of the limits, so $E(\kappa)\to E_{\text{bare}}$. The single-term limit is `tendsto_regInvGap`.

The theorem `kappa_regularisation` collects the three statements. `AntitoneOn (kappaEnergy w D) (Ici 0)` says that $0\le a\le b$ implies $E(b)\le E(a)$. This is weak monotonicity: if all couplings vanish, the energy is constant. The `Tendsto` clause is the limit $\kappa\to\infty$. The last clause is the bound on $|E(\kappa)|$, whose right-hand side does not contain `D`. In the proof, the first clause comes from the increment lemma, the second from the termwise limits, and the third from the increment lemma applied between $0$ and κ.

## How large κ must be to recover the unregularised energy

Suppose that every gap satisfies $D_k\ge\Delta$. With $e_k = e^{-\kappa D_k}$, the identity $1-(1-e_k)^2 = 2e_k-e_k^2$ gives

$$E(\kappa)-E_{\text{bare}} = \sum_k \frac{w_k}{D_k}\,(2e_k-e_k^2).$$

For $\kappa\ge0$ we have $0<e_k\le1$, so $2e_k-e_k^2\ge0$. We also have $2e_k-e_k^2\le 2e_k\le 2e^{-\kappa\Delta}$. Hence

$$0\le E(\kappa)-E_{\text{bare}} \le 2e^{-\kappa\Delta}\sum_k\frac{w_k}{D_k}.$$

`regularisation_error` states this, and its proof follows the same two estimates after establishing the identity as `key`. The regularised energy approaches its limit from above. The sum on the right is $|E_{\text{bare}}|$, so the error relative to a nonzero unregularised energy is at most $2e^{-\kappa\Delta}$. With $\kappa\Delta=10$ this is about $9\times10^{-5}$.

The hypothesis `hΔ` allows any real Δ that exceeds none of the gaps, but the estimate decays with κ only when Δ is positive. The smallest gap is the best choice. As that gap shrinks, a larger κ is needed for the same guaranteed relative accuracy.

## A gap that closes at fixed κ

Squaring the inequalities $0\le 1-e^{-x}\le x$, which hold for $x=\kappa D\ge0$, and dividing by $D$ gives

$$R_\kappa(D) \le \frac{(\kappa D)^2}{D} = \kappa^2D.$$

So the regularised factor tends to zero as $D$ decreases to zero at fixed κ, while $1/D$ diverges. `regInvGap_le` proves the inequality from `Real.add_one_le_exp`, which is the bound $1+y\le e^y$ with $y=-\kappa D$. `closing_gap` then squeezes the factor between $0$ and $\kappa^2D$. The filter `𝓝[>] 0` expresses an approach to zero through positive gaps only.

In the energy, the contribution of an excitation whose coupling stays fixed while its gap closes therefore tends to zero. This removes the divergence by suppressing the term. It does not supply the mixing of nearly degenerate configurations that a multireference treatment would describe.

The two limits cannot be exchanged. At fixed $D>0$, a growing κ restores the full $1/D$; at fixed κ, a closing gap sends the factor to zero.

## What is held fixed

For second-order electronic-structure calculations, these results describe a κ scan with a finite orbital basis and fixed couplings and gaps. If the orbitals are reoptimised for each κ, then `w` and `D` change along the scan, and the comparison between two values of κ no longer follows from these theorems. The bound on $|E(\kappa)|$ still applies at each κ separately, with the couplings of that calculation, provided that the energy keeps the same form with positive gaps.

The bound is uniform in the gaps but not in the size of the system or basis, since $\sum_k w_k$ can grow with both. The limit $\kappa\to\infty$ is the unregularised second-order energy, not the exact correlation energy, and none of the inequalities says which κ brings the result closest to the exact one.
